# For nonnegative $T$ and symmetric blocks, the coupled pair functional is stationary exactly when its pair equations hold

Let $c_P$ be the real amplitude vector of electron pair $P$, $v_P$ its coupling to the reference, $A_{PQ}$ the block coupling pairs $P$ and $Q$, and $T_{PQ}$ fixed real weights. Define

$$N_P=1+\sum_Q T_{PQ}\,c_Q\cdot c_Q,\qquad e_P=\frac{2v_P\cdot c_P}{N_P}+\sum_Q\frac{c_P\cdot A_{PQ}c_Q}{\sqrt{N_PN_Q}},\qquad F=\sum_P e_P .$$

If $T_{PQ}\ge 0$ and $A_{PQ}^{T}=A_{QP}$, then $F$ is stationary at $c$ if and only if, for every $P$,

$$\frac{v_P}{N_P}+\sum_Q\frac{A_{PQ}c_Q}{\sqrt{N_PN_Q}}=\Big(\sum_R\frac{T_{RP}\,e_R}{N_R}\Big)c_P .$$

For finitely many real amplitudes and a fixed $T$, solving these correlation equations is therefore the same as making the energy functional stationary.

## Finitely many real amplitudes

Physically, $v_P$ holds the Hamiltonian elements between the reference and the excited configurations of pair $P$. $A_{PQ}$ holds those of $H-E_0$ between excited configurations, with $E_0$ the reference energy. The configurations are orthonormal.

In Lean, `ι` labels pairs and `κ` labels amplitudes, equally many for each pair; `⬝ᵥ` is the dot product and `*ᵥ` applies a matrix to a vector. Pairs with fewer amplitudes are covered by padding $v_P$ and the blocks with zeros and setting the extra amplitudes to zero. Complex amplitudes would need conjugates throughout.

```lean
import Mathlib

open Matrix

namespace CoupledPairFunctional

noncomputable section

variable {ι κ : Type*} [Fintype ι] [Fintype κ]
  {T : ι → ι → ℝ} {v : ι → κ → ℝ} {A : ι → ι → Matrix κ κ ℝ}

/-- The partial norm `N_P = 1 + ∑_Q T_PQ c_Q·c_Q` of the pair `P`. -/
def pairNorm (T : ι → ι → ℝ) (c : ι → κ → ℝ) (P : ι) : ℝ :=
  1 + ∑ Q, T P Q * (c Q ⬝ᵥ c Q)

/-- The pair energy `e_P = 2 v_P·c_P / N_P + ∑_Q c_P·A_PQ c_Q / √(N_P N_Q)`,
meant for amplitudes whose partial norms are all positive. -/
def pairEnergy (T : ι → ι → ℝ) (v : ι → κ → ℝ) (A : ι → ι → Matrix κ κ ℝ)
    (c : ι → κ → ℝ) (P : ι) : ℝ :=
  2 * (v P ⬝ᵥ c P) / pairNorm T c P +
    ∑ Q, (c P ⬝ᵥ (A P Q *ᵥ c Q)) / √(pairNorm T c P * pairNorm T c Q)

/-- The coupled pair functional: the sum of all pair energies. -/
def cpfEnergy (T : ι → ι → ℝ) (v : ι → κ → ℝ) (A : ι → ι → Matrix κ κ ℝ)
    (c : ι → κ → ℝ) : ℝ := ∑ P, pairEnergy T v A c P
```

Stationarity means that $t\mapsto F(c+td)$ has derivative zero at $t=0$ for every simultaneous variation $d$.

```lean
/-- The functional is stationary at `c` if its derivative along every
simultaneous variation `d` of the pair amplitudes is zero. -/
def IsStationary (T : ι → ι → ℝ) (v : ι → κ → ℝ) (A : ι → ι → Matrix κ κ ℝ)
    (c : ι → κ → ℝ) : Prop :=
  ∀ d : ι → κ → ℝ, HasDerivAt (fun t : ℝ => cpfEnergy T v A (c + t • d)) 0 0
```

The residual $\rho_P$ is the left side of the pair equation minus the right.

```lean
/-- The residual of the pair equation for `P`: its left side minus its right side,
meant for amplitudes whose partial norms are all positive. -/
def residual (T : ι → ι → ℝ) (v : ι → κ → ℝ) (A : ι → ι → Matrix κ κ ℝ)
    (c : ι → κ → ℝ) (P : ι) : κ → ℝ :=
  (1 / pairNorm T c P) • v P +
    ∑ Q, (1 / √(pairNorm T c P * pairNorm T c Q)) • (A P Q *ᵥ c Q) -
    (∑ R, T R P * pairEnergy T v A c R / pairNorm T c R) • c P
```

## Nonnegative $T$ keeps the partial norms positive

$T_{PQ}$ sets how much the weight of pair $Q$ counts in the normalisation of pair $P$. It need not be symmetric. Since $c_Q\cdot c_Q\ge0$, nonnegative $T$ gives $N_P\ge1$; the lemma records $N_P>0$, which the derivation needs to differentiate the quotients and square roots.

Without this hypothesis a norm can vanish: one pair with one amplitude $c=1$ and $T=-1$ has $N=0$.

```lean
/-- For entrywise nonnegative `T` every partial norm is positive. -/
theorem pairNorm_pos (hT : ∀ P Q, 0 ≤ T P Q) (c : ι → κ → ℝ) (P : ι) :
    0 < pairNorm T c P := by
  have h : 0 ≤ ∑ Q, T P Q * (c Q ⬝ᵥ c Q) := Finset.sum_nonneg fun Q _ =>
    mul_nonneg (hT P Q) (Finset.sum_nonneg fun i _ => mul_self_nonneg (c Q i))
  unfold pairNorm
  linarith
```

## Symmetric blocks merge the two halves of the double sum

For real configurations, $A_{PQ}^T=A_{QP}$ is the hermiticity of the Hamiltonian. It gives $c_P\cdot A_{PQ}d_Q=d_Q\cdot A_{QP}c_P$, which is `form_symm`.

Without it the equivalence fails. Take one pair with two amplitudes, $T=0$, $v=0$ and $A=\begin{pmatrix}0&1\\-1&0\end{pmatrix}$. Then $F=0$ everywhere, so every $c$ is stationary, but the pair equation $Ac=0$ forces $c=0$.

```lean
private lemma dot_residual (c : ι → κ → ℝ) (P : ι) (x : κ → ℝ) :
    x ⬝ᵥ residual T v A c P = (v P ⬝ᵥ x) / pairNorm T c P +
      ∑ Q, (x ⬝ᵥ (A P Q *ᵥ c Q)) / √(pairNorm T c P * pairNorm T c Q) -
      (∑ R, T R P * pairEnergy T v A c R / pairNorm T c R) * (x ⬝ᵥ c P) := by
  have hsum : ∀ f : ι → κ → ℝ, x ⬝ᵥ (∑ Q, f Q) = ∑ Q, x ⬝ᵥ f Q := by
    intro f
    simp only [dotProduct, Finset.sum_apply, Finset.mul_sum]
    exact Finset.sum_comm
  simp only [residual, dotProduct_sub, dotProduct_add, dotProduct_smul, hsum,
    smul_eq_mul, one_div, inv_mul_eq_div]
  rw [dotProduct_comm x (v P)]

omit [Fintype ι] in
private lemma form_symm (hA : ∀ P Q, (A P Q)ᵀ = A Q P) (P Q : ι) (x y : κ → ℝ) :
    x ⬝ᵥ (A P Q *ᵥ y) = y ⬝ᵥ (A Q P *ᵥ x) := by
  rw [← hA P Q, Matrix.mulVec_transpose, Matrix.dotProduct_mulVec, dotProduct_comm]
```

## Both hypotheses in the derivative

Along $c+td$, at $t=0$, write $r_P=N_P'/N_P$ with $N_P'=2\sum_Q T_{PQ}\,d_Q\cdot c_Q$, and

$$B_{PQ}=\frac{d_P\cdot A_{PQ}c_Q}{\sqrt{N_PN_Q}},\qquad G_{PQ}=\frac{c_P\cdot A_{PQ}c_Q}{\sqrt{N_PN_Q}} .$$

The quotient rule and block symmetry give

$$\Big(\frac{2v_P\cdot c_P}{N_P}\Big)'=\frac{2v_P\cdot d_P}{N_P}-r_P\frac{2v_P\cdot c_P}{N_P},\qquad G_{PQ}'=B_{PQ}+B_{QP}-\tfrac12(r_P+r_Q)G_{PQ}.$$

The lemmas `deriv_form`, `deriv_norm` and `deriv_div_sqrt` differentiate the bilinear forms, the norms and a quotient by $\sqrt{N_PN_Q}$; the last takes positive norms as hypotheses. The two formulas are assembled from them in the step `de` of the main proof.

```lean
private lemma deriv_form (M : Matrix κ κ ℝ) (a b a' b' : κ → ℝ) :
    HasDerivAt (fun t : ℝ => (a + t • b) ⬝ᵥ (M *ᵥ (a' + t • b')))
      (b ⬝ᵥ (M *ᵥ a') + a ⬝ᵥ (M *ᵥ b')) 0 := by
  have e : ∀ t : ℝ, (a + t • b) ⬝ᵥ (M *ᵥ (a' + t • b')) = a ⬝ᵥ (M *ᵥ a') +
      t * ((b ⬝ᵥ (M *ᵥ a') + a ⬝ᵥ (M *ᵥ b')) + t * (b ⬝ᵥ (M *ᵥ b'))) := by
    intro t
    simp only [Matrix.mulVec_add, Matrix.mulVec_smul, dotProduct_add, add_dotProduct,
      smul_dotProduct, dotProduct_smul, smul_eq_mul]
    ring
  simp only [e]
  have i := hasDerivAt_id' (0 : ℝ)
  exact ((i.fun_mul ((i.mul_const _).const_add _)).const_add _).congr_deriv (by ring)

private lemma deriv_norm (T : ι → ι → ℝ) (c d : ι → κ → ℝ) (P : ι) :
    HasDerivAt (fun t : ℝ => pairNorm T (c + t • d) P)
      (2 * ∑ Q, T P Q * (d Q ⬝ᵥ c Q)) 0 := by
  classical
  have h : ∀ Q, HasDerivAt (fun t : ℝ => (c + t • d) Q ⬝ᵥ (c + t • d) Q)
      (d Q ⬝ᵥ c Q + c Q ⬝ᵥ d Q) 0 := by
    intro Q
    have h := deriv_form 1 (c Q) (d Q) (c Q) (d Q)
    simp only [Matrix.one_mulVec] at h
    exact h
  unfold pairNorm
  refine ((HasDerivAt.fun_sum fun Q _ => (h Q).const_mul (T P Q)).const_add 1).congr_deriv ?_
  rw [Finset.mul_sum]
  refine Finset.sum_congr rfl fun Q _ => ?_
  rw [dotProduct_comm (c Q) (d Q)]
  ring

private lemma deriv_div_sqrt {f x y : ℝ → ℝ} {f' x' y' : ℝ} (hf : HasDerivAt f f' 0)
    (hx : HasDerivAt x x' 0) (hy : HasDerivAt y y' 0) (px : 0 < x 0) (py : 0 < y 0) :
    HasDerivAt (fun t => f t / √(x t * y t))
      (f' / √(x 0 * y 0) - f 0 / √(x 0 * y 0) * (x' / x 0 + y' / y 0) / 2) 0 := by
  have p := mul_pos px py
  have hs := (Real.sqrt_pos.2 p).ne'
  have alg : ∀ s M : ℝ, s ≠ 0 → (f' * s - f 0 * (M / (2 * s))) / s ^ 2 =
      f' / s - f 0 / s * (M / s ^ 2) / 2 := by
    intro s M h
    field_simp
  refine (hf.fun_div ((hx.fun_mul hy).sqrt p.ne') hs).congr_deriv ?_
  rw [alg _ _ hs, Real.sq_sqrt p.le, div_add_div _ _ px.ne' py.ne']
```

Because $G_{PQ}=G_{QP}$, relabelling gives $\sum_{PQ}G_{PQ}'=\sum_P\big(2\sum_QB_{PQ}-r_P\sum_QG_{PQ}\big)$, which is `sum_sym`.

```lean
private lemma sum_sym (r : ι → ℝ) (B G : ι → ι → ℝ) (hG : ∀ P Q, G P Q = G Q P) :
    ∑ P, ∑ Q, (B P Q + B Q P - (r P + r Q) * G P Q / 2) =
      ∑ P, (2 * ∑ Q, B P Q - r P * ∑ Q, G P Q) := by
  have h1 : ∑ P, ∑ Q, B Q P = ∑ P, ∑ Q, B P Q := Finset.sum_comm
  have h2 : ∑ P, ∑ Q, r Q * G P Q = ∑ P, ∑ Q, r P * G P Q :=
    Finset.sum_comm.trans (Finset.sum_congr rfl fun P _ =>
      Finset.sum_congr rfl fun Q _ => by rw [hG Q P])
  simp only [add_mul, add_div, Finset.sum_sub_distrib, Finset.sum_add_distrib,
    ← Finset.sum_div, Finset.mul_sum] at *
  simp only [← Finset.mul_sum] at *
  linarith
```

The terms in $r_P$ now combine into $e_P$:

$$F'=\sum_P\Big(\frac{2v_P\cdot d_P}{N_P}+2\sum_QB_{PQ}-r_Pe_P\Big).$$

Exchanging the sums,

$$\sum_P r_Pe_P=2\sum_P\Big(\sum_R\frac{T_{RP}e_R}{N_R}\Big)d_P\cdot c_P,$$

so $F'=2\sum_P d_P\cdot\rho_P$. In the proof, `de` differentiates one pair energy and `hr` exchanges the sums.

```lean
/-- For nonnegative `T` and symmetric blocks, the derivative of the functional along
a variation `d` is twice the overlap of `d` with the residuals. -/
theorem hasDerivAt_cpfEnergy (hT : ∀ P Q, 0 ≤ T P Q) (hA : ∀ P Q, (A P Q)ᵀ = A Q P)
    (c d : ι → κ → ℝ) :
    HasDerivAt (fun t : ℝ => cpfEnergy T v A (c + t • d))
      (2 * ∑ P, d P ⬝ᵥ residual T v A c P) 0 := by
  have hN := pairNorm_pos hT c
  have hN0 := pairNorm_pos hT (c + (0 : ℝ) • d)
  have dN := deriv_norm T c d
  have dV : ∀ P, HasDerivAt (fun t : ℝ => v P ⬝ᵥ (c + t • d) P) (v P ⬝ᵥ d P) 0 := by
    intro P
    simp only [Pi.add_apply, Pi.smul_apply, dotProduct_add, dotProduct_smul, smul_eq_mul]
    exact (((hasDerivAt_id' (0 : ℝ)).mul_const _).const_add _).congr_deriv (one_mul _)
  let r : ι → ℝ := fun P => (2 * ∑ Q, T P Q * (d Q ⬝ᵥ c Q)) / pairNorm T c P
  let B : ι → ι → ℝ := fun P Q =>
    (d P ⬝ᵥ (A P Q *ᵥ c Q)) / √(pairNorm T c P * pairNorm T c Q)
  let G : ι → ι → ℝ := fun P Q =>
    (c P ⬝ᵥ (A P Q *ᵥ c Q)) / √(pairNorm T c P * pairNorm T c Q)
  have hG : ∀ P Q, G P Q = G Q P := fun P Q => by
    simp only [G]
    rw [form_symm hA P Q, mul_comm (pairNorm T c P)]
  -- derivative of a single pair energy
  have de : ∀ P, HasDerivAt (fun t : ℝ => pairEnergy T v A (c + t • d) P)
      ((2 * (v P ⬝ᵥ d P) / pairNorm T c P - r P * (2 * (v P ⬝ᵥ c P) / pairNorm T c P)) +
        ∑ Q, (B P Q + B Q P - (r P + r Q) * G P Q / 2)) 0 := by
    intro P
    unfold pairEnergy
    refine HasDerivAt.fun_add ?_ (HasDerivAt.fun_sum fun Q _ => ?_)
    · have h := ((dV P).const_mul 2).fun_div (dN P) (hN0 P).ne'
      simp only [zero_smul, add_zero] at h
      refine h.congr_deriv ?_
      have := (hN P).ne'
      simp only [r]
      field_simp
    · have h := deriv_div_sqrt (deriv_form (A P Q) (c P) (d P) (c Q) (d Q))
        (dN P) (dN Q) (hN0 P) (hN0 Q)
      simp only [zero_smul, add_zero] at h
      refine h.congr_deriv ?_
      simp only [B, G, r]
      rw [form_symm hA P Q (c P) (d Q), mul_comm (pairNorm T c Q) (pairNorm T c P)]
      ring
  refine (HasDerivAt.fun_sum fun P _ => de P).congr_deriv ?_
  -- the response of the norms collects into the pair energies
  have hr : ∑ P, r P * pairEnergy T v A c P = 2 * ∑ P,
      (∑ R, T R P * pairEnergy T v A c R / pairNorm T c R) * (d P ⬝ᵥ c P) := by
    simp only [r, Finset.mul_sum, Finset.sum_mul, Finset.sum_div]
    rw [Finset.sum_comm]
    exact Finset.sum_congr rfl fun P _ => Finset.sum_congr rfl fun R _ => by ring
  rw [Finset.sum_add_distrib, sum_sym r B G hG, ← Finset.sum_add_distrib]
  calc _ = ∑ P, (2 * ((v P ⬝ᵥ d P) / pairNorm T c P) + 2 * ∑ Q, B P Q -
        r P * pairEnergy T v A c P) := by
        refine Finset.sum_congr rfl fun P _ => ?_
        have he : pairEnergy T v A c P =
          2 * (v P ⬝ᵥ c P) / pairNorm T c P + ∑ Q, G P Q := rfl
        rw [he]
        ring
    _ = _ := by
        simp only [dot_residual, Finset.sum_sub_distrib, Finset.sum_add_distrib]
        rw [hr, ← Finset.mul_sum, ← Finset.mul_sum]
        ring
```

If $F$ is stationary, choosing $d=\rho$ gives $2\sum_P\rho_P\cdot\rho_P=0$, so each $\rho_P=0$. Conversely, zero residuals make $F'$ vanish for every $d$.

```lean
/-- For nonnegative `T` and symmetric blocks, the coupled pair functional is stationary
exactly when the amplitudes of every pair satisfy the coupled pair equation. -/
theorem isStationary_iff (hT : ∀ P Q, 0 ≤ T P Q) (hA : ∀ P Q, (A P Q)ᵀ = A Q P)
    (c : ι → κ → ℝ) :
    IsStationary T v A c ↔ ∀ P, (1 / pairNorm T c P) • v P +
      ∑ Q, (1 / √(pairNorm T c P * pairNorm T c Q)) • (A P Q *ᵥ c Q) =
      (∑ R, T R P * pairEnergy T v A c R / pairNorm T c R) • c P := by
  constructor
  · intro h P
    -- vary the amplitudes along the residual itself
    have h0 := (hasDerivAt_cpfEnergy hT hA c (residual T v A c)).unique (h _)
    have hn : ∀ Q ∈ Finset.univ, 0 ≤ residual T v A c Q ⬝ᵥ residual T v A c Q :=
      fun Q _ => Finset.sum_nonneg fun i _ => mul_self_nonneg _
    have hz := (Finset.sum_eq_zero_iff_of_nonneg hn).1 (by linarith) P (Finset.mem_univ P)
    exact sub_eq_zero.1 (dotProduct_self_eq_zero.1 hz)
  · intro h d
    have hz : ∀ P, residual T v A c P = 0 := fun P => sub_eq_zero.2 (h P)
    exact (hasDerivAt_cpfEnergy hT hA c d).congr_deriv (by simp [hz])
```

## An energy identity and two choices of $T$

Dotting the pair equation with $c_P$ gives

$$e_P-\frac{v_P\cdot c_P}{N_P}=\Big(\sum_R\frac{T_{RP}e_R}{N_R}\Big)c_P\cdot c_P .$$

Summed over $P$, the right side is $\sum_R e_R(N_R-1)/N_R$. Hence $\sum_P e_P/N_P=\sum_P v_P\cdot c_P/N_P$ at a stationary point.

```lean
/-- At a stationary point, for nonnegative `T` and symmetric blocks, the pair energies
and the couplings `v_P·c_P` have the same sum once each is divided by `N_P`. -/
theorem stationary_sum (hT : ∀ P Q, 0 ≤ T P Q) (hA : ∀ P Q, (A P Q)ᵀ = A Q P)
    {c : ι → κ → ℝ} (h : IsStationary T v A c) :
    ∑ P, pairEnergy T v A c P / pairNorm T c P =
      ∑ P, (v P ⬝ᵥ c P) / pairNorm T c P := by
  -- project each pair equation on its own amplitudes
  have h1 : ∀ P, (∑ R, T R P * pairEnergy T v A c R / pairNorm T c R) * (c P ⬝ᵥ c P) =
      pairEnergy T v A c P - (v P ⬝ᵥ c P) / pairNorm T c P := by
    intro P
    have hz : residual T v A c P = 0 := sub_eq_zero.2 ((isStationary_iff hT hA c).1 h P)
    have hd := dot_residual (T := T) (v := v) (A := A) c P (c P)
    rw [hz, dotProduct_zero] at hd
    have he : pairEnergy T v A c P = 2 * (v P ⬝ᵥ c P) / pairNorm T c P +
      ∑ Q, (c P ⬝ᵥ (A P Q *ᵥ c Q)) / √(pairNorm T c P * pairNorm T c Q) := rfl
    linear_combination hd - he
  have h2 : ∀ R, ∑ P, T R P * pairEnergy T v A c R / pairNorm T c R * (c P ⬝ᵥ c P) =
      pairEnergy T v A c R - pairEnergy T v A c R / pairNorm T c R := by
    intro R
    have hn : ∑ P, T R P * (c P ⬝ᵥ c P) = pairNorm T c R - 1 := by simp [pairNorm]
    have hp := (pairNorm_pos hT c R).ne'
    calc _ = pairEnergy T v A c R / pairNorm T c R * ∑ P, T R P * (c P ⬝ᵥ c P) := by
          rw [Finset.mul_sum]
          exact Finset.sum_congr rfl fun P _ => by ring
      _ = _ := by rw [hn, mul_sub, div_mul_cancel₀ _ hp, mul_one]
  have h3 := Finset.sum_congr rfl fun P (_ : P ∈ Finset.univ) => h1 P
  simp only [Finset.sum_mul] at h3
  rw [Finset.sum_comm, Finset.sum_congr rfl fun R _ => h2 R,
    Finset.sum_sub_distrib, Finset.sum_sub_distrib] at h3
  linarith
```

For $T=0$ all norms are 1 and the right side of the pair equation vanishes, leaving the linear CEPA(0) system.

```lean
/-- For `T = 0` and symmetric blocks, stationarity is the linear system of CEPA(0). -/
theorem cepa_zero (hA : ∀ P Q, (A P Q)ᵀ = A Q P) (c : ι → κ → ℝ) :
    IsStationary (fun _ _ => 0) v A c ↔ ∀ P, v P + ∑ Q, A P Q *ᵥ c Q = 0 := by
  rw [isStationary_iff (fun _ _ => le_rfl) hA]
  simp [pairNorm]
```

For $T_{PQ}=1$ all norms are equal. Multiplying by the common norm gives $v_P+\sum_QA_{PQ}c_Q=F\,c_P$, the excited rows of the CI eigenvalue problem for $H-E_0$, with reference coefficient 1. The identity above supplies the reference row, $F=\sum_Pv_P\cdot c_P$. With all single and double excitations among the amplitudes this is CISD, the case that gives the theorem its name; with doubles alone it is CID.

```lean
/-- For `T_PQ = 1` and symmetric blocks, stationarity is the excited rows of the CI eigenvalue
equation, with the value of the functional as the eigenvalue. -/
theorem cisd (hA : ∀ P Q, (A P Q)ᵀ = A Q P) (c : ι → κ → ℝ) :
    IsStationary (fun _ _ => 1) v A c ↔
      ∀ P, v P + ∑ Q, A P Q *ᵥ c Q = cpfEnergy (fun _ _ => 1) v A c • c P := by
  rw [isStationary_iff (fun _ _ => zero_le_one) hA]
  refine forall_congr' fun P => ?_
  have hM := pairNorm_pos (T := fun _ _ => 1) (fun _ _ => zero_le_one) c P
  have hN : ∀ Q, pairNorm (fun _ _ => 1) c Q = pairNorm (fun _ _ => 1) c P := fun _ => rfl
  generalize pairNorm (fun _ _ => 1) c P = M at hM hN ⊢
  simp only [hN, Real.sqrt_mul_self hM.le, one_mul, ← Finset.sum_div,
    ← Finset.smul_sum, ← smul_add]
  have he : (∑ R, pairEnergy (fun _ _ => 1) v A c R) / M =
      (1 / M) * cpfEnergy (fun _ _ => 1) v A c := by
    rw [cpfEnergy]
    ring
  rw [he, mul_smul]
  exact (smul_right_injective _ (one_div_ne_zero hM.ne')).eq_iff

end

end CoupledPairFunctional
```

```lean
#print axioms CoupledPairFunctional.isStationary_iff
#print axioms CoupledPairFunctional.stationary_sum
#print axioms CoupledPairFunctional.cepa_zero
#print axioms CoupledPairFunctional.cisd
```

```
'CoupledPairFunctional.isStationary_iff' depends on axioms: [propext, Classical.choice, Quot.sound]
'CoupledPairFunctional.stationary_sum' depends on axioms: [propext, Classical.choice, Quot.sound]
'CoupledPairFunctional.cepa_zero' depends on axioms: [propext, Classical.choice, Quot.sound]
'CoupledPairFunctional.cisd' depends on axioms: [propext, Classical.choice, Quot.sound]
```

## One pair with one amplitude

Take $v=-2$, $A=3$, $T=1$. At $c=\tfrac12$, $N=\tfrac54$ and $F=(-2+\tfrac34)/\tfrac54=-1$. The equation holds: $v+Ac=-\tfrac12=Fc$, and $vc=-1=F$.

At $c=-2$ it holds too, with $F=4$, the upper eigenvalue: a stationary point need not be the ground state. With $T=0$ the solution is $c=\tfrac23$, where $F=-\tfrac43$.
